# The squared overlap of two Slater determinants as a determinant of their occupied-space projectors

Q: Take one particle in two levels, with real orbitals c = (cos a, sin a) and c' = (cos b, sin b). Their squared overlap is cos²(a − b). How would I get that from the projectors D = ccᴴ and D' = c'c'ᴴ alone?

A: Write s = cᴴc' = cos(a − b). Sandwiching D' between two copies of D gives

D D' D = c (cᴴc')(c'ᴴc) cᴴ = |s|² D.

The determinant of this matrix is zero, because it annihilates the direction orthogonal to c. Adding 1 − D puts a 1 in that direction:

1 − D + D D' D = (1 − D) + |s|² D.

The eigenvalues are now 1 and |s|², so the determinant is |s|² = cos²(a − b). With more particles, 1 − D still fills the unoccupied space with ones, and the determinant sees only the occupied block.

Q: What replaces c when there are several particles?

A: A matrix C whose columns are the occupied orbitals, expanded in an orthonormal one-particle basis. In the file, `n` labels the basis levels and `k` the orbitals, and both are finite.

In Lean 4 with Mathlib:

```lean
import Mathlib

open Matrix

namespace SlaterOverlapProjectors

noncomputable section

variable {n k : Type*} [Fintype n] [DecidableEq n] [Fintype k] [DecidableEq k]
```

The projector is then D = CCᴴ, where ᴴ is the conjugate transpose.

```lean
/-- The matrix `C Cᴴ` built from the orbitals in the columns of `C`. When the columns are
orthonormal, it is the one-particle density matrix of their Slater determinant. -/
def density (C : Matrix n k ℂ) : Matrix n n ℂ := C * Cᴴ
```

Q: `density` accepts any matrix. Why call the result a projector?

A: It is one when the columns are orthonormal, CᴴC = 1, since then D² = C(CᴴC)Cᴴ = D. The theorems take this condition as the hypothesis `hC`. Physically, it says that the occupied spin orbitals are normalised and mutually orthogonal.

Q: And where are the many-particle wavefunctions? I see no antisymmetrised product.

A: There is none. The overlap is defined by the usual formula, the determinant of the k by k matrix of orbital overlaps:

⟨Φ|Φ'⟩ = det(CᴴC').

```lean
/-- The overlap of two Slater determinants, as the determinant of the matrix of
overlaps between their orbitals. -/
def overlap (C C' : Matrix n k ℂ) : ℂ := (Cᴴ * C').det
```

That this equals the inner product of two antisymmetrised states is taken from textbook many-body theory; it is built into the definition and not derived. Both states use the same `k`, so they have the same particle number.

Q: Then show me how the determinant moves from the full space to the occupied one.

A: Let G be any n by n matrix. Inserting D = CCᴴ gives

1 − D + D G D = 1 + C (CᴴGC − 1) Cᴴ.

Now use det(1 + AB) = det(1 + BA), with A = C and B = (CᴴGC − 1)Cᴴ. Since CᴴC = 1,

BA = (CᴴGC − 1) CᴴC = CᴴGC − 1,

and therefore

det(1 − D + D G D) = det(CᴴGC).

The left side is an n by n determinant, the right side a k by k one.

```lean
/-- For orthonormal orbitals, the determinant of a one-particle matrix `G` restricted to the
occupied orbitals is a determinant over the full one-particle space, written with `D`. -/
theorem det_occupied_block (C : Matrix n k ℂ) (hC : Cᴴ * C = 1) (G : Matrix n n ℂ) :
    (1 - density C + density C * G * density C).det = (Cᴴ * G * C).det := by
  -- the full matrix differs from the identity by a term that factors through the orbitals
  have h : 1 - density C + density C * G * density C
      = 1 + C * ((Cᴴ * G * C - 1) * Cᴴ) := by
    simp only [density, Matrix.sub_mul, Matrix.mul_sub, Matrix.one_mul, Matrix.mul_assoc]
    rw [sub_add_eq_add_sub, add_sub_assoc]
  -- exchange the two factors, which moves the determinant to the occupied space
  rw [h, Matrix.det_one_add_mul_comm, Matrix.mul_assoc (Cᴴ * G * C - 1) Cᴴ C, hC,
    Matrix.mul_one, add_sub_cancel]
```

In the proof, `h` is the factorisation, obtained by expanding the products and regrouping the sum. `Matrix.det_one_add_mul_comm` exchanges the factors, and `hC` then removes CᴴC.

Q: So the overlap formula is the choice G = D'?

A: Yes. With M = CᴴC', the occupied block is

CᴴD'C = (CᴴC')(C'ᴴC) = M Mᴴ,

and its determinant is

det(M Mᴴ) = det M · (det M)* = |det M|²,

where the star on a number is complex conjugation. Hence

|det(CᴴC')|² = det(1 − D + D D' D).

```lean
/-- The squared modulus of the overlap of two Slater determinants is
`det (1 - D + D D' D)`, where the orbitals behind `D` are orthonormal. -/
theorem normSq_overlap_eq_det (C C' : Matrix n k ℂ) (hC : Cᴴ * C = 1) :
    ((‖overlap C C'‖ ^ 2 : ℝ) : ℂ)
      = (1 - density C + density C * density C' * density C).det := by
  -- the occupied block of `D'` is the orbital overlap matrix times its adjoint
  have h : Cᴴ * density C' * C = (Cᴴ * C') * (Cᴴ * C')ᴴ := by
    simp only [density, Matrix.conjTranspose_mul, Matrix.conjTranspose_conjTranspose,
      Matrix.mul_assoc]
  rw [det_occupied_block C hC, h, Matrix.det_mul, Matrix.det_conjTranspose,
    Complex.star_def, Complex.mul_conj, Complex.normSq_eq_norm_sq, overlap]
```

Here `h` is the identity CᴴD'C = M Mᴴ. The final rewrites apply the block lemma, split the determinant of the product, and recognise a number times its conjugate as a squared modulus.

Q: The left side of the statement carries a double type annotation. Does that change the content?

A: It says that the squared modulus is a real number, regarded as a complex one so that it can be compared with a complex determinant. The equality therefore also tells you that this determinant is real and non-negative.

Q: Only C is required to be orthonormal. Isn't C' also supposed to describe a normalised state?

A: For the physical reading, yes: if C'ᴴC' = 1 as well, D' is a projector and the left side is the transition probability between two normalised determinants. The algebra never uses that condition. If the columns of C' are merely linearly independent, the normalised probability is

|det(CᴴC')|² / det(C'ᴴC').

Q: Do I need D on both sides of D'?

A: Not for the determinant. The one-sided matrix factors as

1 − D + D D' = 1 + C (CᴴD' − Cᴴ),

and exchanging the factors gives

1 + (CᴴD' − Cᴴ) C = CᴴD'C,

which is the same occupied block as before. The two-sided matrix is Hermitian, whereas the one-sided matrix generally is not.

```lean
/-- The squared modulus of the overlap is also `det (1 - D + D D')`, with a single factor `D` in
front of `D'`, where the orbitals behind `D` are orthonormal. -/
theorem normSq_overlap_eq_det_one_sided (C C' : Matrix n k ℂ) (hC : Cᴴ * C = 1) :
    ((‖overlap C C'‖ ^ 2 : ℝ) : ℂ)
      = (1 - density C + density C * density C').det := by
  have h : 1 - density C + density C * density C'
      = 1 + C * (Cᴴ * density C' - Cᴴ) := by
    simp only [density, Matrix.mul_sub, Matrix.mul_assoc]
    rw [sub_add_eq_add_sub, add_sub_assoc]
  rw [normSq_overlap_eq_det C C' hC, det_occupied_block C hC, h,
    Matrix.det_one_add_mul_comm, Matrix.sub_mul, hC, add_sub_cancel]
```

The proof reduces the left side to the occupied block by the two previous theorems, then brings the right side to the same block by this factorisation.

Q: A squared modulus discards the phase. Can density matrices recover any of it?

A: Not for a single overlap: multiplying one orbital in C by a phase multiplies det(CᴴC') by the conjugate phase and leaves D unchanged. In a closed cycle of three states, each state appears once as a bra and once as a ket, so such phases cancel. Put D'' = C''C''ᴴ and choose G = D'D''. Then

CᴴD'D''C = (CᴴC')(C'ᴴC'')(C''ᴴC),

and taking determinants gives

det(CᴴC') det(C'ᴴC'') det(C''ᴴC) = det(1 − D + D D' D'' D).

```lean
/-- The cyclic product of the overlaps of three Slater determinants, phase included, is a
determinant built from the matrices `D`, `D'` and `D''` of their orbitals, where the orbitals behind
`D` are orthonormal. -/
theorem cyclic_overlap_eq_det (C C' C'' : Matrix n k ℂ) (hC : Cᴴ * C = 1) :
    overlap C C' * overlap C' C'' * overlap C'' C
      = (1 - density C + density C * (density C' * density C'') * density C).det := by
  rw [det_occupied_block C hC]
  simp only [overlap, density]
  -- the product of the three determinants is the determinant of the product
  rw [← Matrix.det_mul, ← Matrix.det_mul]
  simp only [Matrix.mul_assoc]

end

end SlaterOverlapProjectors
```

The proof applies the block lemma on the right and merges the three determinants on the left into one; associativity of the matrix product does the rest. Again only C must be orthonormal. For linearly independent but unnormalised columns in C' and C'', the normalised cyclic product is obtained by dividing by det(C'ᴴC') det(C''ᴴC'').

```lean
#print axioms SlaterOverlapProjectors.normSq_overlap_eq_det
#print axioms SlaterOverlapProjectors.normSq_overlap_eq_det_one_sided
#print axioms SlaterOverlapProjectors.cyclic_overlap_eq_det
```

```
'SlaterOverlapProjectors.normSq_overlap_eq_det' depends on axioms: [propext, Classical.choice, Quot.sound]
'SlaterOverlapProjectors.normSq_overlap_eq_det_one_sided' depends on axioms: [propext, Classical.choice, Quot.sound]
'SlaterOverlapProjectors.cyclic_overlap_eq_det' depends on axioms: [propext, Classical.choice, Quot.sound]
```

Q: Where could I use this in an electronic-structure calculation?

A: It lets you compare two single-determinant states, such as two Hartree–Fock solutions, from their spin-orbital density matrices alone, provided that both have the same number of electrons and are expressed in the same finite orthonormal basis. To use these formulas with density matrices P given in a non-orthogonal atomic-orbital basis with overlap matrix S, replace each P by S^{1/2} P S^{1/2}, which is its form in an orthonormal basis. Correlated states made of several determinants are not covered.
